# For Constant Couplings and Symmetric Invertible $A$, Mass-Zero Shell Dynamics Moves the Nuclei by Verlet on the Adiabatic Energy

In a polarisable-ion model with massless shells, the shells must stay relaxed while the nuclei move, and one asks which potential the nuclei then follow from step to step. To pose this in Lean, one first decides what a simulation run is. Here it is not a program: a run is any set of sequences of nuclear positions, shell positions and multipliers that satisfies the update equations and the constraint. A separate theorem shows that, for symmetric invertible $A$ and nonzero time step, every Verlet sequence on the adiabatic energy is the nuclear part of such a run.

## Energies and forces

```lean
import Mathlib

open Matrix

namespace MassZeroShellDynamics

noncomputable section

variable {ι κ : Type*} [Fintype ι] [DecidableEq ι] [Fintype κ]
```

The finite index types `ι` and `κ` label the shell and nuclear coordinates. A vector of nuclear coordinates is a function `κ → ℝ`.

```lean
/-- The shell-model energy `sᵀ A s / 2 - sᵀ B R + V(R)` of shells `s` and nuclei `R`. -/
def shellEnergy (A : Matrix ι ι ℝ) (B : Matrix ι κ ℝ) (V : (κ → ℝ) → ℝ)
    (s : ι → ℝ) (R : κ → ℝ) : ℝ :=
  s ⬝ᵥ A *ᵥ s / 2 - s ⬝ᵥ B *ᵥ R + V R
```

This is the energy of shells $s$ and nuclei $R$,
$$U(s,R)=\tfrac12 s^TAs-s^TBR+V(R).$$
The symbol `*ᵥ` applies a matrix to a vector and `⬝ᵥ` is the dot product. The matrices $A$ (shell–shell) and $B$ (shell–nucleus) are constant, and $V$ is any function of the nuclei.

```lean
/-- The adiabatic nuclear energy `V(R) - Rᵀ Bᵀ A⁻¹ B R / 2`, for invertible `A`. -/
def adiabaticEnergy (A : Matrix ι ι ℝ) (B : Matrix ι κ ℝ) (V : (κ → ℝ) → ℝ)
    (R : κ → ℝ) : ℝ :=
  V R - R ⬝ᵥ (Bᵀ * A⁻¹ * B) *ᵥ R / 2
```

This is $W(R)=V(R)-\tfrac12R^TB^TA^{-1}BR$, the value of $U$ at the stationary shells when $A$ is symmetric and invertible. The stationary point is a minimum if $A$ is also positive definite, which is never assumed.

```lean
/-- `F` is the force field of the energy `W`: the derivative of `W` at `R` along any
displacement `v` exists and equals `-F(R) · v`. -/
def IsForceField (W : (κ → ℝ) → ℝ) (F : (κ → ℝ) → κ → ℝ) : Prop :=
  ∀ R v, HasDerivAt (fun t : ℝ => W (R + t • v)) (-(F R ⬝ᵥ v)) 0
```

"Force field" here means the force as a function of position, not a parametrised potential. The definition says $\frac{d}{dt}W(R+tv)\big|_{t=0}=-F(R)\cdot v$ for every displacement $v$, including that the derivative exists.

## What counts as a run

```lean
/-- The Verlet rule with masses `m` and time step `h`: mass times the second difference of the
positions `R` is `h²` times the force `f` at the middle step. -/
def IsVerlet (m : κ → ℝ) (h : ℝ) (f R : ℕ → κ → ℝ) : Prop :=
  ∀ n i, m i * (R (n + 2) i - 2 * R (n + 1) i + R n i) = h ^ 2 * f (n + 1) i
```

For each coordinate $i$ with mass $m_i$ and time step $h$,
$$m_i\,(R_{n+2}-2R_{n+1}+R_n)_i=h^2 (f_{n+1})_i .$$

```lean
/-- A run of mass-zero constrained dynamics: Verlet nuclei feel the force `F(s, R)`, the shells
move by the multipliers `g`, and `A s = B R` holds from step 1 onwards. -/
structure IsMassZeroRun (A : Matrix ι ι ℝ) (B : Matrix ι κ ℝ)
    (F : (ι → ℝ) → (κ → ℝ) → κ → ℝ) (m : κ → ℝ) (h : ℝ)
    (R : ℕ → κ → ℝ) (s g : ℕ → ι → ℝ) : Prop where
  nuclei : IsVerlet m h (fun n => F (s n) (R n)) R
  shells : ∀ n, s (n + 2) = (2 : ℝ) • s (n + 1) - s n - h ^ 2 • (A *ᵥ g (n + 1))
  constraint : ∀ n, A *ᵥ s (n + 1) = B *ᵥ R (n + 1)
```

The three fields are the Verlet rule for the nuclei with force $F(s_n,R_n)$ at step $n$, the shell update
$$s_{n+2}=2s_{n+1}-s_n-h^2Ag_{n+1},$$
and the constraint $As_{n+1}=BR_{n+1}$. The initial shells $s_0$ are free.

For symmetric $A$, the constraint is $\partial U/\partial s=0$. With a shell mass $\mu$ and Lagrange multiplier $\lambda$, the constraint forces are $-A\lambda$ on the shells and $B^T\lambda$ on the nuclei. As $\mu\to0$ at finite $g=\lambda/\mu$, the constraint force on the nuclei vanishes while the shell acceleration $-Ag$ remains. The definition postulates this limit.

## The force at relaxed shells

```lean
variable {A : Matrix ι ι ℝ} {B : Matrix ι κ ℝ} {V : (κ → ℝ) → ℝ}
  {F : (ι → ℝ) → (κ → ℝ) → κ → ℝ} {G : (κ → ℝ) → κ → ℝ} {m : κ → ℝ} {h : ℝ}

/-- For symmetric invertible `A` and relaxed shells `x`, `A x = B R`, the shell energy is the
adiabatic energy plus a quadratic form in the deviation `s - x`. -/
theorem shellEnergy_eq_add_square (hS : A.IsSymm) (hA : IsUnit A.det)
    (s x : ι → ℝ) (R : κ → ℝ) (hx : A *ᵥ x = B *ᵥ R) :
    shellEnergy A B V s R = adiabaticEnergy A B V R + (s - x) ⬝ᵥ A *ᵥ (s - x) / 2 := by
  have hinv : A⁻¹ *ᵥ (B *ᵥ R) = x := by
    rw [← hx, mulVec_mulVec, nonsing_inv_mul A hA, one_mulVec]
  -- the adiabatic correction is the shell self-energy at `x`
  have hW : R ⬝ᵥ (Bᵀ * A⁻¹ * B) *ᵥ R = x ⬝ᵥ A *ᵥ x := by
    rw [← mulVec_mulVec, ← mulVec_mulVec, hinv, dotProduct_mulVec, vecMul_transpose,
      dotProduct_comm, hx]
  have hsym : x ⬝ᵥ A *ᵥ s = s ⬝ᵥ A *ᵥ x := by
    rw [dotProduct_mulVec x A s, ← mulVec_transpose, hS.eq, dotProduct_comm]
  unfold shellEnergy adiabaticEnergy
  rw [hW, ← hx]
  simp only [mulVec_sub, dotProduct_sub, sub_dotProduct]
  rw [hsym]
  ring
```

`IsUnit A.det` says that $A$ is invertible. Let $Ax=BR$. Then $R^TB^TA^{-1}BR=(Ax)^Tx=x^TAx$, so $W=V-\tfrac12x^TAx$. By symmetry, $x^TAs=s^TAx$, and
$$\tfrac12(s-x)^TA(s-x)=\tfrac12s^TAs-s^TAx+\tfrac12x^TAx .$$
Adding $W$ gives $U(s,R)$. In the proof, `hW` is the first identity, `hsym` is the symmetry, and `ring` collects the terms.

```lean
omit [DecidableEq ι] in
/-- If `V` has force field `f`, then at fixed shells `s` the shell energy exerts the force
`f(R) + Bᵀ s` on the nuclei. -/
theorem shellEnergy_force {f : (κ → ℝ) → κ → ℝ} (hV : IsForceField V f) (s : ι → ℝ) :
    IsForceField (shellEnergy A B V s) (fun R => f R + Bᵀ *ᵥ s) := by
  intro R v
  have hl : HasDerivAt
      (fun t : ℝ => (s ⬝ᵥ A *ᵥ s / 2 - s ⬝ᵥ B *ᵥ R) - t * (s ⬝ᵥ B *ᵥ v))
      (-(1 * (s ⬝ᵥ B *ᵥ v))) 0 :=
    ((hasDerivAt_id' (0 : ℝ)).mul_const _).const_sub _
  have hfun : (fun t : ℝ => shellEnergy A B V s (R + t • v)) = fun t : ℝ =>
      ((s ⬝ᵥ A *ᵥ s / 2 - s ⬝ᵥ B *ᵥ R) - t * (s ⬝ᵥ B *ᵥ v)) + V (R + t • v) := by
    funext t
    simp only [shellEnergy, mulVec_add, mulVec_smul, dotProduct_add, dotProduct_smul,
      smul_eq_mul]
    ring
  have hder : -((f R + Bᵀ *ᵥ s) ⬝ᵥ v) = -(1 * (s ⬝ᵥ B *ᵥ v)) + -(f R ⬝ᵥ v) := by
    rw [add_dotProduct, mulVec_transpose, ← dotProduct_mulVec]
    ring
  show HasDerivAt (fun t : ℝ => shellEnergy A B V s (R + t • v))
    (-((f R + Bᵀ *ᵥ s) ⬝ᵥ v)) 0
  rw [hfun, hder]
  exact hl.fun_add (hV R v)
```

If $V$ has force $f$, differentiating $U(s,R+tv)$ at $t=0$ gives $-s\cdot Bv-f(R)\cdot v=-(f(R)+B^Ts)\cdot v$. Lean splits the function into a part linear in $t$ (`hl`) and $V$, then adds the derivatives.

```lean
/-- For symmetric invertible `A`, the force of the adiabatic energy is the force of the shell
energy at fixed shells, evaluated at `s = A⁻¹ B R`. -/
theorem adiabaticEnergy_force (hS : A.IsSymm) (hA : IsUnit A.det)
    (hF : ∀ s, IsForceField (shellEnergy A B V s) (F s)) :
    IsForceField (adiabaticEnergy A B V) (fun R => F (A⁻¹ *ᵥ (B *ᵥ R)) R) := by
  intro R v
  have hs : A *ᵥ (A⁻¹ *ᵥ (B *ᵥ R)) = B *ᵥ R := by
    rw [mulVec_mulVec, mul_nonsing_inv A hA, one_mulVec]
  obtain ⟨u, hu⟩ : ∃ u, A *ᵥ u = B *ᵥ v :=
    ⟨A⁻¹ *ᵥ (B *ᵥ v), by rw [mulVec_mulVec, mul_nonsing_inv A hA, one_mulVec]⟩
  show HasDerivAt (fun t : ℝ => adiabaticEnergy A B V (R + t • v))
    (-(F (A⁻¹ *ᵥ (B *ᵥ R)) R ⬝ᵥ v)) 0
  generalize A⁻¹ *ᵥ (B *ᵥ R) = s at hs ⊢
  -- freezing the shells costs an energy of second order in the displacement
  have hgap : ∀ t : ℝ, shellEnergy A B V s (R + t • v)
      = adiabaticEnergy A B V (R + t • v) + t ^ 2 * (u ⬝ᵥ A *ᵥ u / 2) := by
    intro t
    have hx : A *ᵥ (s + t • u) = B *ᵥ (R + t • v) := by
      simp only [mulVec_add, mulVec_smul, hs, hu]
    have hd : s - (s + t • u) = (-t) • u := by module
    rw [shellEnergy_eq_add_square hS hA s _ _ hx, hd]
    simp only [mulVec_smul, smul_dotProduct, dotProduct_smul, smul_eq_mul]
    ring
  have hq : HasDerivAt (fun t : ℝ => t ^ 2 * (u ⬝ᵥ A *ᵥ u / 2)) 0 0 := by
    simpa using (hasDerivAt_pow 2 (0 : ℝ)).mul_const (u ⬝ᵥ A *ᵥ u / 2)
  have hfun : (fun t : ℝ => adiabaticEnergy A B V (R + t • v)) = fun t : ℝ =>
      shellEnergy A B V s (R + t • v) - t ^ 2 * (u ⬝ᵥ A *ᵥ u / 2) := by
    funext t
    linarith [hgap t]
  rw [hfun, ← sub_zero (-(F s R ⬝ᵥ v))]
  exact (hF s R v).fun_sub hq
```

Take $s$ with $As=BR$ and $u$ with $Au=Bv$. The relaxed shells at $R+tv$ are $s+tu$, so the frozen shells $s$ deviate by $-tu$, and the completed square gives
$$U(s,R+tv)=W(R+tv)+\tfrac12t^2u^TAu .$$
The last term has zero derivative at $t=0$, hence $W$ and $U(s,\cdot)$ have the same force at $R$. These two steps are `hgap` and `hq`.

```lean
/-- For symmetric invertible `A`, nuclei whose shells satisfy `A s = B R` feel exactly the
force of the adiabatic energy. -/
theorem relaxed_force_eq (hS : A.IsSymm) (hA : IsUnit A.det)
    (hF : ∀ s, IsForceField (shellEnergy A B V s) (F s))
    (hG : IsForceField (adiabaticEnergy A B V) G)
    {s : ι → ℝ} {R : κ → ℝ} (hs : A *ᵥ s = B *ᵥ R) : F s R = G R := by
  classical
  have hx : A⁻¹ *ᵥ (B *ᵥ R) = s := by
    rw [← hs, mulVec_mulVec, nonsing_inv_mul A hA, one_mulVec]
  have key : ∀ v, F s R ⬝ᵥ v = G R ⬝ᵥ v := by
    intro v
    have h1 := (adiabaticEnergy_force hS hA hF R v).unique (hG R v)
    simp only [hx] at h1
    linarith
  funext i
  simpa using key (Pi.single i 1)
```

Let $G$ be any force field of $W$. A derivative is unique, so $F(s,R)\cdot v=G(R)\cdot v$ for all $v$ whenever $As=BR$. Choosing the unit vectors `Pi.single i 1` for $v$ gives $F(s,R)=G(R)$ component by component.

## The multiplier

```lean
/-- For invertible `A` and nonzero time step, exactly one multiplier `g` puts the new shell
positions on the constraint surface of the new nuclear positions `R'`. -/
theorem existsUnique_multiplier (hA : IsUnit A.det) (hh : h ≠ 0)
    (s sPrev : ι → ℝ) (R' : κ → ℝ) :
    ∃! g : ι → ℝ, A *ᵥ ((2 : ℝ) • s - sPrev - h ^ 2 • (A *ᵥ g)) = B *ᵥ R' := by
  have hh2 : h ^ 2 ≠ 0 := pow_ne_zero 2 hh
  have hr : ∀ x, A *ᵥ (A⁻¹ *ᵥ x) = x := fun x => by
    rw [mulVec_mulVec, mul_nonsing_inv A hA, one_mulVec]
  have hl : ∀ x, A⁻¹ *ᵥ (A *ᵥ x) = x := fun x => by
    rw [mulVec_mulVec, nonsing_inv_mul A hA, one_mulVec]
  refine ⟨(h ^ 2)⁻¹ • (A⁻¹ *ᵥ ((2 : ℝ) • s - sPrev - A⁻¹ *ᵥ (B *ᵥ R'))), ?_, ?_⟩
  · simp only [mulVec_smul, hr]
    rw [smul_smul, mul_inv_cancel₀ hh2, one_smul, sub_sub_cancel, hr]
  · intro g hg
    have h1 : (2 : ℝ) • s - sPrev - h ^ 2 • (A *ᵥ g) = A⁻¹ *ᵥ (B *ᵥ R') := by
      rw [← hl ((2 : ℝ) • s - sPrev - h ^ 2 • (A *ᵥ g))]
      exact congrArg (fun y => A⁻¹ *ᵥ y) hg
    rw [← h1, sub_sub_cancel, mulVec_smul, hl, smul_smul, inv_mul_cancel₀ hh2, one_smul]
```

The symbol `∃!` means "there is exactly one". Write $y=2s-s_{\rm Prev}$, where $s_{\rm Prev}$ are the previous shells. The condition $A(y-h^2Ag)=BR'$ becomes $h^2Ag=y-A^{-1}BR'$, so
$$g=h^{-2}A^{-1}\left(y-A^{-1}BR'\right).$$
The first bullet of the proof inserts this $g$; the second derives it from the condition. Symmetry is not needed.

```lean
omit [DecidableEq ι] in
/-- If the last two steps satisfy the constraint, the nuclei advance with acceleration `a`, and
the time step is nonzero, then the multiplier that enforces the constraint obeys
`A A g = -B a`. -/
theorem multiplier_eq_acceleration (hh : h ≠ 0) {s sPrev g : ι → ℝ} {R RPrev a : κ → ℝ}
    (hs : A *ᵥ s = B *ᵥ R) (hp : A *ᵥ sPrev = B *ᵥ RPrev)
    (hn : A *ᵥ ((2 : ℝ) • s - sPrev - h ^ 2 • (A *ᵥ g))
      = B *ᵥ ((2 : ℝ) • R - RPrev + h ^ 2 • a)) :
    A *ᵥ (A *ᵥ g) = -(B *ᵥ a) := by
  simp only [mulVec_sub, mulVec_add, mulVec_smul, hs, hp] at hn
  have h1 : h ^ 2 • (A *ᵥ (A *ᵥ g)) = h ^ 2 • (-(B *ᵥ a)) := by
    linear_combination (norm := module) (-1 : ℝ) • hn
  exact smul_right_injective _ (pow_ne_zero 2 hh) h1
```

Suppose the last two steps satisfy the constraint and the nuclei move to $2R-R_{\rm Prev}+h^2a$, with acceleration $a$. Expanding the new constraint gives
$$2BR-BR_{\rm Prev}-h^2AAg=2BR-BR_{\rm Prev}+h^2Ba,$$
and therefore $AAg=-Ba$ after division by $h^2\neq0$. Lean cancels the common terms with `linear_combination` and the factor $h^2$ by injectivity.

## Equality of the nuclear trajectories

```lean
/-- For symmetric invertible `A`, the nuclei of every mass-zero run follow the Verlet rule of
the adiabatic energy. -/
theorem IsMassZeroRun.isVerlet (hS : A.IsSymm) (hA : IsUnit A.det)
    (hF : ∀ s, IsForceField (shellEnergy A B V s) (F s))
    (hG : IsForceField (adiabaticEnergy A B V) G)
    {R : ℕ → κ → ℝ} {s g : ℕ → ι → ℝ} (hrun : IsMassZeroRun A B F m h R s g) :
    IsVerlet m h (fun n => G (R n)) R := by
  intro n i
  have h1 : m i * (R (n + 2) i - 2 * R (n + 1) i + R n i)
      = h ^ 2 * F (s (n + 1)) (R (n + 1)) i := hrun.nuclei n i
  rw [relaxed_force_eq hS hA hF hG (hrun.constraint n)] at h1
  exact h1
```

The constraint holds at step $n+1$, exactly where the nuclear rule evaluates the force. Replacing $F(s_{n+1},R_{n+1})$ by $G(R_{n+1})$ turns that rule into Verlet on $W$; the `rw` line makes this replacement.

```lean
/-- Conversely, for symmetric invertible `A` and nonzero time step, every Verlet sequence of the
adiabatic energy is the nuclear part of a mass-zero run. -/
theorem exists_massZeroRun (hS : A.IsSymm) (hA : IsUnit A.det) (hh : h ≠ 0)
    (hF : ∀ s, IsForceField (shellEnergy A B V s) (F s))
    (hG : IsForceField (adiabaticEnergy A B V) G)
    {R : ℕ → κ → ℝ} (hR : IsVerlet m h (fun n => G (R n)) R) :
    ∃ s g : ℕ → ι → ℝ, IsMassZeroRun A B F m h R s g := by
  -- relaxed shells at every step
  obtain ⟨s, hs⟩ : ∃ s : ℕ → ι → ℝ, ∀ n, A *ᵥ s n = B *ᵥ R n :=
    ⟨fun n => A⁻¹ *ᵥ (B *ᵥ R n), fun n => by
      rw [mulVec_mulVec, mul_nonsing_inv A hA, one_mulVec]⟩
  have hl : ∀ x, A⁻¹ *ᵥ (A *ᵥ x) = x := fun x => by
    rw [mulVec_mulVec, nonsing_inv_mul A hA, one_mulVec]
  choose g hg using fun n =>
    (existsUnique_multiplier (B := B) hA hh (s (n + 1)) (s n) (R (n + 2))).exists
  refine ⟨s, fun n => g (n - 1), ?_, ?_, fun n => hs (n + 1)⟩
  · intro n i
    show _ = h ^ 2 * F (s (n + 1)) (R (n + 1)) i
    rw [relaxed_force_eq hS hA hF hG (hs (n + 1))]
    exact hR n i
  · intro n
    show s (n + 2) = (2 : ℝ) • s (n + 1) - s n - h ^ 2 • (A *ᵥ g n)
    rw [← hl (s (n + 2)), hs (n + 2), ← hg n, hl]
```

Conversely, start from a Verlet sequence on $W$ and set $s_n=A^{-1}BR_n$. The nuclear rule holds because the forces agree. For each $n$, `choose` picks the multiplier that puts the updated shells on the constraint surface at $R_{n+2}$. The updated shells and $s_{n+2}$ then have the same image under $A$, so they are equal. The shift `g (n - 1)` only matches the numbering, since the update to step $n+2$ uses the multiplier with index $n+1$.

```lean
/-- Main theorem: for symmetric invertible `A` and nonzero masses, the nuclear trajectory of a
mass-zero run equals the Verlet trajectory `Q` on `V(R) - Rᵀ Bᵀ A⁻¹ B R / 2` with the same first
two positions. -/
theorem nuclear_trajectory_eq (hS : A.IsSymm) (hA : IsUnit A.det) (hm : ∀ i, m i ≠ 0)
    (hF : ∀ s, IsForceField (shellEnergy A B V s) (F s))
    (hG : IsForceField (adiabaticEnergy A B V) G)
    {R Q : ℕ → κ → ℝ} {s g : ℕ → ι → ℝ} (hrun : IsMassZeroRun A B F m h R s g)
    (hQ : IsVerlet m h (fun n => G (Q n)) Q) (h0 : R 0 = Q 0) (h1 : R 1 = Q 1) (n : ℕ) :
    R n = Q n := by
  have hR := hrun.isVerlet hS hA hF hG
  -- two consecutive positions determine the next one
  have key : ∀ n, R n = Q n ∧ R (n + 1) = Q (n + 1) := by
    intro n
    induction n with
    | zero => exact ⟨h0, h1⟩
    | succ n ih =>
      have e : R (n + 2) = Q (n + 2) := by
        funext i
        have e1 : m i * (R (n + 2) i - 2 * R (n + 1) i + R n i)
            = h ^ 2 * G (R (n + 1)) i := hR n i
        have e2 : m i * (Q (n + 2) i - 2 * Q (n + 1) i + Q n i)
            = h ^ 2 * G (Q (n + 1)) i := hQ n i
        rw [ih.1, ih.2] at e1
        apply mul_left_cancel₀ (hm i)
        linear_combination e1 - e2
      exact ⟨ih.2, e⟩
  exact (key n).1

end

end MassZeroShellDynamics
```

Here `hF` says that $F(s,\cdot)$ is the force of $U$ at each fixed $s$, and `hG` that $G$ is the force of $W$. Both can be supplied by the earlier theorems once $V$ has a force field. Let $Q$ be a Verlet sequence on $W$ with $Q_0=R_0$ and $Q_1=R_1$. If $R$ and $Q$ agree at steps $n$ and $n+1$, their rules have the same force, and subtraction leaves
$$m_i\,(R_{n+2})_i=m_i\,(Q_{n+2})_i .$$
Since $m_i\neq0$, they agree at $n+2$. The induction therefore carries pairs of consecutive positions, and $R_n=Q_n$ for every $n$.

For simulation practice this means that, with constant $A$ and $B$, symmetric invertible $A$ and exact arithmetic, the mass-zero scheme adds no time-step error to the nuclei relative to Verlet with fully relaxed shells. A running code differs from this model in at least two ways. It satisfies the constraint only up to a solver tolerance or rounding error, whereas `constraint` demands equality. In realistic shell models the couplings also generally depend on the nuclear positions, whereas here they are constant.

## Two shells with a non-symmetric $A$

Take two nuclear and two shell coordinates, $V=0$, $B=1$, unit masses, $h=1$ and
$$A=\begin{pmatrix}0&-1\\1&0\end{pmatrix}.$$
This $A$ is invertible but antisymmetric, so $W=0$, and Verlet on $W$ started from $R_0=R_1=(1,0)$ stays there. In the mass-zero run the constraint gives $s_1=(0,-1)$, which is also the force on the nuclei, and $R_2=(1,-1)$. The trajectories separate at the first computed step. What fails here is the symmetry of $B^TA^{-1}B$, which a symmetric $A$ guarantees. The example tests the hypothesis and is not a physical shell model: here $s^TAs=0$ for all $s$, so $As=BR$ is not the condition $\partial U/\partial s=0$. It is a separate calculation and not part of the Lean proof.

```lean
#print axioms MassZeroShellDynamics.shellEnergy_force
#print axioms MassZeroShellDynamics.multiplier_eq_acceleration
#print axioms MassZeroShellDynamics.exists_massZeroRun
#print axioms MassZeroShellDynamics.nuclear_trajectory_eq
```

```
'MassZeroShellDynamics.shellEnergy_force' depends on axioms: [propext, Classical.choice, Quot.sound]
'MassZeroShellDynamics.multiplier_eq_acceleration' depends on axioms: [propext, Classical.choice, Quot.sound]
'MassZeroShellDynamics.exists_massZeroRun' depends on axioms: [propext, Classical.choice, Quot.sound]
'MassZeroShellDynamics.nuclear_trajectory_eq' depends on axioms: [propext, Classical.choice, Quot.sound]
```
